# The tree-level Ward identity $S(p+q)\,\not{q}\,S(p) = S(p) - S(p+q)$

## Question

A photon of momentum $q$ couples to a fermion line through $\epsilon_\mu\gamma^\mu$, and its polarisation vector $\epsilon$ is defined only up to a multiple of $q$. If the terms produced by $\epsilon \to q$ did not cancel between the diagrams, a tree amplitude would depend on an arbitrary gauge choice. The cancellation is said to rest on the identity $S(p+q)\,\not{q}\,S(p) = S(p) - S(p+q)$ for the propagator $S(p) = (\not{p}+m)/(p\cdot p - m^2)$ of mass $m$, with $p$ and $p+q$ off the mass shell, and on a telescoping sum over the places where the photon is attached. How is this stated and proved in Lean 4 with Mathlib, without choosing explicit Dirac matrices?

## Answer

### Modelling choices

The scalars form a field `K` of characteristic zero, the spacetime index runs over a finite type `ι`, and the gamma matrices are elements $\gamma^\mu$ of an associative unital `K`-algebra `A`. The only property assumed of them is `IsClifford g γ`,
$$\gamma^\mu\gamma^\nu + \gamma^\nu\gamma^\mu = 2g^{\mu\nu}\,1,$$
where $g^{\mu\nu}$ is an arbitrary array of scalars. Every dimension and signature is covered, degenerate metrics included, and the Dirac case is $K=\mathbb{C}$ with $A$ the $4\times4$ matrices.

A momentum `p : ι → K` is given by its covariant components $p_\mu$. Then `slash γ p` is $\not{p} = \sum_\mu p_\mu\gamma^\mu$, `momSq g p` is $p\cdot p = \sum_{\mu,\nu} p_\mu p_\nu g^{\mu\nu}$, and `propagator g γ m p` is $S(p) = (p\cdot p - m^2)^{-1}(\not{p} + m)$. The factor $i$ of the Feynman propagator, the charge and the $i\epsilon$ prescription are left out. Off shell means $p\cdot p \neq m^2$, which is a hypothesis wherever a propagator is inverted.

A fermion line with $n \ge 0$ vertices $\Gamma_1,\dots,\Gamma_n \in A$, momenta $p_0,\dots,p_n$ and a common shift $k$ is
$$F_k = S(p_0+k)\,\Gamma_1\,S(p_1+k)\cdots\Gamma_n\,S(p_n+k).$$
In Lean this is `line g γ m k p L`, where `p` is $p_0$ and the list `L` holds the pairs $(\Gamma_j,p_j)$ for $j=1,\dots,n$. The function `insertions g γ m q p L` is the sum $I=\sum_{j=0}^{n} I_j$, where $I_j$ is obtained from $F_0$ by replacing $S(p_j)$ with $S(p_j+q)\,\not{q}\,S(p_j)$ and shifting $p_0,\dots,p_{j-1}$ by $q$. The fermion flows from right to left through the product, so the shifted segments are those it traverses after absorbing $q$.

### Derivation by hand

The square of $\not{p}$ is a double sum. Exchanging the names of the two indices and averaging the two forms gives
$$\not{p}^{\,2} = \sum_{\mu,\nu}p_\mu p_\nu\gamma^\mu\gamma^\nu = \tfrac12\sum_{\mu,\nu}p_\mu p_\nu(\gamma^\mu\gamma^\nu+\gamma^\nu\gamma^\mu) = (p\cdot p)\,1 .$$
Since $m$ is a scalar, the cross terms cancel in either order:
$$(\not{p}+m)(\not{p}-m) = (\not{p}-m)(\not{p}+m) = (p\cdot p - m^2)\,1 .$$
Off shell, division by $p\cdot p-m^2$ shows that $S(p)$ is a two-sided inverse of $D=\not{p}-m$.

Take a second momentum $p'$ and mass $m'$ with $p'\cdot p'\ne m'^2$, and write $D'=\not{p}'-m'$, $S'$ for its propagator and $S=S(p)$. Then
$$S'(D'-D)S = (S'D')S - S'(DS) = S - S' .$$
For $p'=p+q$ and $m'=m$, additivity of the slash gives $D'-D = \not{p}+\not{q}-m-\not{p}+m=\not{q}$, and so
$$S(p+q)\,\not{q}\,S(p) = S(p)-S(p+q).$$

For the line, let $T_j$ with $j=0,\dots,n+1$ be the product in which $p_0,\dots,p_{j-1}$ are shifted by $q$ and $p_j,\dots,p_n$ are not, so that $T_0=F_0$ and $T_{n+1}=F_q$. Applying the identity at the insertion in $I_j$ yields $I_j=T_j-T_{j+1}$, and
$$I=\sum_{j=0}^{n}(T_j-T_{j+1}) = F_0-F_q .$$
For $n=0$ this is the single-vertex identity itself.

### The Lean file

```lean
import Mathlib

open Finset

namespace TreeLevelWard

noncomputable section

variable {K A ι : Type*} [Field K] [Ring A] [Algebra K A] [Fintype ι]

/-- The Clifford relation `γ^μ γ^ν + γ^ν γ^μ = 2 g^{μν} 1` for a metric `g`. -/
def IsClifford (g : ι → ι → K) (γ : ι → A) : Prop :=
  ∀ μ ν, γ μ * γ ν + γ ν * γ μ = (2 * g μ ν) • (1 : A)

/-- The Feynman slash `p_μ γ^μ` of a momentum with covariant components `p_μ`. -/
def slash (γ : ι → A) (p : ι → K) : A := ∑ μ, p μ • γ μ

/-- The invariant square `p·p = g^{μν} p_μ p_ν`. -/
def momSq (g : ι → ι → K) (p : ι → K) : K := ∑ μ, ∑ ν, p μ * p ν * g μ ν

/-- The fermion propagator `S(p) = (pslash + m) / (p·p - m²)`, without the factor `i`. -/
def propagator (g : ι → ι → K) (γ : ι → A) (m : K) (p : ι → K) : A :=
  (momSq g p - m ^ 2)⁻¹ • (slash γ p + m • (1 : A))

/-- The fermion line `S(p₀+k) Γ₁ S(p₁+k) ⋯ Γₙ S(pₙ+k)`: first momentum `p₀`, then a list
of vertices `Γⱼ` with the momenta `pⱼ` that follow them, all momenta shifted by `k`. -/
def line (g : ι → ι → K) (γ : ι → A) (m : K) (k : ι → K) :
    (ι → K) → List (A × (ι → K)) → A
  | p, [] => propagator g γ m (p + k)
  | p, v :: L => propagator g γ m (p + k) * v.1 * line g γ m k v.2 L

/-- The sum over all propagators of the line of the insertion `S(pⱼ) → S(pⱼ+q) qslash S(pⱼ)`,
the momenta to the left of the insertion being shifted by `q`. -/
def insertions (g : ι → ι → K) (γ : ι → A) (m : K) (q : ι → K) :
    (ι → K) → List (A × (ι → K)) → A
  | p, [] => propagator g γ m (p + q) * slash γ q * propagator g γ m p
  | p, v :: L =>
      propagator g γ m (p + q) * slash γ q * propagator g γ m p * v.1 * line g γ m 0 v.2 L
        + propagator g γ m (p + q) * v.1 * insertions g γ m q v.2 L

/-- The slash is additive in the momentum. -/
theorem slash_add (γ : ι → A) (p q : ι → K) :
    slash γ (p + q) = slash γ p + slash γ q := by
  simp only [slash, Pi.add_apply, add_smul, Finset.sum_add_distrib]

variable [CharZero K] {g : ι → ι → K} {γ : ι → A}

/-- The square of `pslash` is `p·p` times the identity. -/
theorem slash_mul_self (h : IsClifford g γ) (p : ι → K) :
    slash γ p * slash γ p = momSq g p • (1 : A) := by
  have h1 : slash γ p * slash γ p = ∑ μ, ∑ ν, (p μ * p ν) • (γ μ * γ ν) := by
    unfold slash
    rw [Finset.sum_mul_sum]
    refine Finset.sum_congr rfl fun μ _ => Finset.sum_congr rfl fun ν _ => ?_
    rw [smul_mul_assoc, mul_smul_comm, smul_smul]
  -- the same double sum with the indices exchanged
  have h2 : slash γ p * slash γ p = ∑ μ, ∑ ν, (p μ * p ν) • (γ ν * γ μ) := by
    rw [h1, Finset.sum_comm]
    refine Finset.sum_congr rfl fun μ _ => Finset.sum_congr rfl fun ν _ => ?_
    rw [mul_comm (p ν) (p μ)]
  have h3 : (∑ μ, ∑ ν, (p μ * p ν) • (γ μ * γ ν)) + (∑ μ, ∑ ν, (p μ * p ν) • (γ ν * γ μ))
      = (2 : K) • (momSq g p • (1 : A)) := by
    unfold momSq
    rw [← Finset.sum_add_distrib, Finset.sum_smul, Finset.smul_sum]
    refine Finset.sum_congr rfl fun μ _ => ?_
    rw [← Finset.sum_add_distrib, Finset.sum_smul, Finset.smul_sum]
    refine Finset.sum_congr rfl fun ν _ => ?_
    rw [← smul_add, h μ ν]
    module
  have h4 : (2 : K) • (slash γ p * slash γ p) = (2 : K) • (momSq g p • (1 : A)) := by
    rw [← h3, ← h2, ← h1, two_smul]
  -- divide by two
  have h5 := congrArg (fun x : A => (2 : K)⁻¹ • x) h4
  simpa only [inv_smul_smul₀ (two_ne_zero : (2 : K) ≠ 0)] using h5

/-- Off the mass shell, `S(p)` is a two-sided inverse of `pslash - m`. -/
theorem propagator_inverse (h : IsClifford g γ) (m : K) (p : ι → K)
    (hp : momSq g p ≠ m ^ 2) :
    propagator g γ m p * (slash γ p - m • (1 : A)) = 1 ∧
      (slash γ p - m • (1 : A)) * propagator g γ m p = 1 := by
  have hne : momSq g p - m ^ 2 ≠ 0 := sub_ne_zero.mpr hp
  have hs := slash_mul_self h p
  have e1 : (slash γ p + m • (1 : A)) * (slash γ p - m • (1 : A))
      = (momSq g p - m ^ 2) • (1 : A) := by
    simp only [add_mul, mul_sub, smul_mul_assoc, mul_smul_comm, one_mul, mul_one, hs]
    module
  have e2 : (slash γ p - m • (1 : A)) * (slash γ p + m • (1 : A))
      = (momSq g p - m ^ 2) • (1 : A) := by
    simp only [mul_add, sub_mul, smul_mul_assoc, mul_smul_comm, one_mul, mul_one, hs]
    module
  constructor
  · rw [propagator, smul_mul_assoc, e1, inv_smul_smul₀ hne]
  · rw [propagator, mul_smul_comm, e2, inv_smul_smul₀ hne]

/-- For two off-shell momenta and two masses,
`S_{m'}(p') [(p'slash - m') - (pslash - m)] S_m(p) = S_m(p) - S_{m'}(p')`. -/
theorem ward_two_masses (h : IsClifford g γ) (m m' : K) (p p' : ι → K)
    (hp : momSq g p ≠ m ^ 2) (hp' : momSq g p' ≠ m' ^ 2) :
    propagator g γ m' p' * ((slash γ p' - m' • (1 : A)) - (slash γ p - m • (1 : A)))
        * propagator g γ m p
      = propagator g γ m p - propagator g γ m' p' := by
  have a := (propagator_inverse h m' p' hp').1
  have b := (propagator_inverse h m p hp).2
  generalize slash γ p' - m' • (1 : A) = D' at a ⊢
  generalize slash γ p - m • (1 : A) = D at b ⊢
  -- each inverse propagator cancels its own propagator
  rw [mul_sub, sub_mul, a, one_mul, mul_assoc, b, mul_one]

/-- Tree-level Ward identity: for `p` and `p + q` off the mass shell,
`S(p+q) qslash S(p) = S(p) - S(p+q)`. -/
theorem ward_identity (h : IsClifford g γ) (m : K) (p q : ι → K)
    (hp : momSq g p ≠ m ^ 2) (hpq : momSq g (p + q) ≠ m ^ 2) :
    propagator g γ m (p + q) * slash γ q * propagator g γ m p
      = propagator g γ m p - propagator g γ m (p + q) := by
  -- the vertex is a difference of inverse propagators
  have e : slash γ q = (slash γ (p + q) - m • (1 : A)) - (slash γ p - m • (1 : A)) := by
    rw [slash_add]
    abel
  rw [e]
  exact ward_two_masses h m m p (p + q) hp hpq

/-- On a fermion line with arbitrary vertices and all momenta `pⱼ`, `pⱼ + q` off shell, the
sum over all insertions of `qslash` equals the unshifted line minus the line with every
momentum shifted by `q`. -/
theorem ward_line (h : IsClifford g γ) (m : K) (q : ι → K) (L : List (A × (ι → K)))
    (p : ι → K) (hp : momSq g p ≠ m ^ 2) (hpq : momSq g (p + q) ≠ m ^ 2)
    (hL : ∀ v ∈ L, momSq g v.2 ≠ m ^ 2 ∧ momSq g (v.2 + q) ≠ m ^ 2) :
    insertions g γ m q p L = line g γ m 0 p L - line g γ m q p L := by
  induction L generalizing p with
  | nil =>
    simp only [insertions, line, add_zero]
    exact ward_identity h m p q hp hpq
  | cons v L ih =>
    have hv := hL v (by simp)
    have ih' := ih v.2 hv.1 hv.2 (fun w hw => hL w (by simp [hw]))
    simp only [insertions, line, add_zero]
    rw [ward_identity h m p q hp hpq, ih']
    -- the mixed terms cancel
    noncomm_ring

/-- The Minkowski metric `diag(1, -1)` in 1+1 dimensions. -/
def metric2 : Fin 2 → Fin 2 → ℝ := ![![1, 0], ![0, -1]]

/-- A pair of real 2×2 gamma matrices. -/
def gamma2 : Fin 2 → Matrix (Fin 2) (Fin 2) ℝ := ![!![0, 1; 1, 0], !![0, -1; 1, 0]]

/-- The matrices `gamma2` obey the Clifford relation for `diag(1, -1)`, and with `m = 1` the
momenta `p = (2, 1)` and `p + q`, `q = (1, 0)`, are both off the mass shell. -/
theorem ward_identity_witness :
    IsClifford metric2 gamma2 ∧ momSq metric2 ![2, 1] ≠ 1 ^ 2 ∧
      momSq metric2 (![2, 1] + ![1, 0]) ≠ 1 ^ 2 := by
  refine ⟨?_, ?_, ?_⟩
  · intro μ ν
    fin_cases μ <;> fin_cases ν <;> ext i j <;> fin_cases i <;> fin_cases j <;>
      simp [metric2, gamma2] <;>
      norm_num
  · norm_num [momSq, metric2, Fin.sum_univ_two]
  · norm_num [momSq, metric2, Fin.sum_univ_two]

end

end TreeLevelWard
```

```lean
#print axioms TreeLevelWard.ward_identity
#print axioms TreeLevelWard.ward_line
```

```
'TreeLevelWard.ward_identity' depends on axioms: [propext, Classical.choice, Quot.sound]
'TreeLevelWard.ward_line' depends on axioms: [propext, Classical.choice, Quot.sound]
```

### Remarks

**The statements in words.** `ward_identity` says that for any Clifford family, any mass and any $p,q$ with `hp : momSq g p ≠ m ^ 2` and `hpq : momSq g (p + q) ≠ m ^ 2`, the product $S(p+q)\,\not{q}\,S(p)$ equals $S(p)-S(p+q)$ in `A`. Nothing is required of $q\cdot q$, so the photon may be real or virtual. `ward_line` says $I=F_0-F_q$ when all $p_j$ and $p_j+q$ are off shell, with `hp` and `hpq` covering $j=0$ and `hL` covering $j=1,\dots,n$. The vertices are arbitrary fixed elements of `A`, the same in every term, and the $p_j$ are independent: no momentum conservation at the $\Gamma_j$ is used. `ward_identity_witness` gives a concrete instance of the hypotheses of `ward_identity`: the real matrices $\gamma^0=\begin{pmatrix}0&1\\1&0\end{pmatrix}$ and $\gamma^1=\begin{pmatrix}0&-1\\1&0\end{pmatrix}$ obey the Clifford relation for $\mathrm{diag}(1,-1)$, and with $m=1$, $p=(2,1)$, $q=(1,0)$ both momenta are off shell, the squares being $3$ and $8$.

**How the proof follows the derivation.** `slash_add` distributes the sum. In `slash_mul_self`, `h1` expands the product into the double sum, `h2` is the same sum after `Finset.sum_comm`, `h3` adds the two and applies the Clifford relation term by term, and `h4` and `h5` divide by two, which is where `CharZero K` is used, though only $2\neq0$ in `K` matters there. In `propagator_inverse`, `e1` and `e2` are the two orderings of $(\not{p}+m)(\not{p}-m)$, and `inv_smul_smul₀ hne` cancels the nonzero denominator. `ward_two_masses` uses `generalize` to turn the inverse propagators into opaque elements `D'` and `D`, after which only `a` ($S'D'=1$) and `b` ($DS=1$) enter the final `rw`. `ward_identity` rewrites $\not{q}$ as the difference `e` and applies that theorem with equal masses. `ward_line` replaces the explicit sum over $T_j$ by induction on `L`, with the first momentum generalised. If $F'_k$ and $I'$ denote the line and the insertion sum that start at $p_1$, the step is
$$I=[S(p_0)-S(p_0+q)]\,\Gamma_1F'_0+S(p_0+q)\,\Gamma_1(F'_0-F'_q),$$
where the first bracket comes from `ward_identity` and the second, which stands for $I'$, from `ih'`. The tactic `noncomm_ring` cancels the two terms $S(p_0+q)\Gamma_1F'_0$.

**Relation to the Ward identity of QED.** The result is the algebraic step behind gauge invariance of QED amplitudes in perturbation theory, for free propagators and the bare vertex on a single open fermion line. The Ward–Takahashi identity for dressed propagators and vertices, when proved diagram by diagram, also involves loop integrals, closed fermion loops and a regularisation that respects the shift of the loop momentum, none of which is modelled. The right-hand side $F_0-F_q$ is in general not zero. That the physical amplitude vanishes when $\epsilon$ is replaced by $q$ comes from amputating the outer propagators and placing the external fermions on shell, a further step that the file does not take.

**An easy mistake.** It is tempting to omit `hp` and `hpq`, since the statement still type-checks. In Lean $0^{-1}=0$, so `propagator` is zero on shell. If exactly one of $p$ and $p+q$ is on shell and `A` is not the zero ring, the identity fails, because the left side is $0$ while the right side is, up to sign, the invertible off-shell propagator; if both are on shell, it holds only because both sides are $0$. With the matrices above, $m=1$ and $p=q=(1,0)$, one has $p\cdot p=1$, the left side is $0$, and the right side is $-S(p+q)=-\tfrac13(2\gamma^0+1)\neq0$; this counterexample is worked on paper and is not among the theorems. The same point shows why `ward_line` cannot be applied directly with the external fermions on shell, that is, with the incoming momentum $p_n$ or the outgoing momentum $p_0+q$ on the mass shell.
